# A pure state of two fermions in an odd number of modes leaves at least one natural orbital empty

Fermion modes can be built as explicit matrices on Fock space, or described only by the relations their operators obey. The Lean file takes the second route: its general theorems hold for any annihilators and creators on a complex inner product space that are adjoint to each other, satisfy the anticommutation relations and have a normalised vacuum. Explicit matrices on Fock space appear only at the end, as an example.

```lean
import Mathlib

open Matrix
open scoped InnerProductSpace

namespace TwoFermionDensityMatrix

noncomputable section

variable {ι : Type*} [Fintype ι] [DecidableEq ι]
variable {H : Type*} [NormedAddCommGroup H] [InnerProductSpace ℂ H]
```

The modes are labelled by a finite type `ι` with $M$ elements, and states live in `H`, which may be infinite-dimensional.

```lean
/-- Fermion modes with annihilators `a`, creators `c` and normalised vacuum `v`:
the canonical anticommutation relations hold and `c p` is adjoint to `a p`. -/
structure IsFermiFock (a c : ι → H →ₗ[ℂ] H) (v : H) : Prop where
  mixed : ∀ p q x, a p (c q x) + c q (a p x) = if p = q then x else 0
  create : ∀ p q x, c p (c q x) + c q (c p x) = 0
  adj : ∀ p x y, ⟪a p x, y⟫_ℂ = ⟪x, c p y⟫_ℂ
  vac : ∀ p, a p v = 0
  unit : ‖v‖ = 1
```

`IsFermiFock a c v` bundles the assumptions on annihilators $a_p$, creators $c_p$ and vacuum $v$:

$$a_pc_q+c_qa_p=\delta_{pq},\quad c_pc_q+c_qc_p=0,\quad \langle a_px,y\rangle=\langle x,c_py\rangle,\quad a_pv=0,\quad \|v\|=1.$$

The first two express fermionic exchange and Pauli exclusion; the condition $a_pv=0$ says that the vacuum contains no particle to remove. The relation between two annihilators follows by taking adjoints.

```lean
/-- The two-fermion state `∑ A_pq c_p c_q v`. -/
def pairState (c : ι → H →ₗ[ℂ] H) (v : H) (A : Matrix ι ι ℂ) : H :=
  ∑ p, ∑ q, A p q • c p (c q v)
```

This is $w=\sum_{pq}A_{pq}\,c_pc_qv$, summed over all ordered pairs and not normalised.

```lean
/-- The one-particle reduced density matrix `⟨w, c_p a_q w⟩` of a state `w`. -/
def rdm (a c : ι → H →ₗ[ℂ] H) (w : H) : Matrix ι ι ℂ :=
  Matrix.of fun p q => ⟪w, c p (a q w)⟫_ℂ
```

The density matrix is $\gamma_{pq}=\langle w,c_pa_qw\rangle$, with the creator's index first. Lean's inner product is conjugate-linear in its first slot. An eigenvector $u$ of $\gamma$ defines a natural orbital, created by $\sum_q\bar u_qc_q$ when $u$ has unit length; for normalised $w$ the eigenvalue is the occupation of that orbital.

## From one particle to the density matrix

```lean
variable {a c : ι → H →ₗ[ℂ] H} {v : H}

omit [Fintype ι] in
/-- The one-particle states `c_p v` are orthonormal. -/
theorem one_particle_orthonormal (h : IsFermiFock a c v) (p q : ι) :
    ⟪c p v, c q v⟫_ℂ = if p = q then 1 else 0 := by
  have h1 : a q (c p v) = if q = p then v else 0 := by
    simpa [h.vac] using h.mixed q p v
  rw [← h.adj, h1]
  by_cases e : p = q
  · subst e
    simp [inner_self_eq_norm_sq_to_K, h.unit]
  · have e' : ¬ q = p := fun t => e t.symm
    simp [e, e']
```

Since $a_qv=0$, we have $a_qc_pv=\delta_{qp}v$. Moving $c_q$ to the left slot gives $\langle c_pv,c_qv\rangle=\langle a_qc_pv,v\rangle=\delta_{pq}$. The proof does the same, splitting on whether $p=q$.

```lean
/-- A two-fermion state depends only on the antisymmetric part of its coefficients. -/
theorem pairState_antisymm_part (h : IsFermiFock a c v) (B : Matrix ι ι ℂ) :
    pairState c v B = pairState c v ((1 / 2 : ℂ) • (B - Bᵀ)) := by
  -- exchanging the two creators costs a sign
  have hT : pairState c v Bᵀ = -pairState c v B := by
    unfold pairState
    rw [Finset.sum_comm]
    simp only [← Finset.sum_neg_distrib]
    refine Finset.sum_congr rfl fun p _ => Finset.sum_congr rfl fun q _ => ?_
    rw [Matrix.transpose_apply, eq_neg_of_add_eq_zero_left (h.create q p v), smul_neg]
  have hlin : pairState c v ((1 / 2 : ℂ) • (B - Bᵀ))
      = (1 / 2 : ℂ) • (pairState c v B - pairState c v Bᵀ) := by
    simp only [pairState, Matrix.smul_apply, Matrix.sub_apply, smul_eq_mul, mul_smul,
      sub_smul, Finset.smul_sum, Finset.sum_sub_distrib, smul_sub]
  rw [hlin, hT]
  module
```

Write $w(B)$ for the state with coefficients $B$. Renaming indices and exchanging creators gives $w(B^T)=-w(B)$, which is `hT`. By linearity, $w(\tfrac12(B-B^T))=\tfrac12(w(B)+w(B))=w(B)$. Taking $A^T=-A$ below therefore excludes no state.

```lean
/-- For antisymmetric `A`, removing a particle in mode `q` from the pair state leaves the
one-particle state `2 ∑ A_qs c_s v`. -/
theorem annihilate_pairState (h : IsFermiFock a c v) {A : Matrix ι ι ℂ} (hA : Aᵀ = -A)
    (q : ι) : a q (pairState c v A) = (2 : ℂ) • ∑ s, A q s • c s v := by
  -- move the annihilator to the right until it meets the vacuum
  have h1 : ∀ r s, a q (c r (c s v))
      = (if q = r then c s v else 0) - (if q = s then c r v else 0) := by
    intro r s
    have e1 := h.mixed q r (c s v)
    have e2 := h.mixed q s v
    rw [h.vac, map_zero, add_zero] at e2
    rw [e2] at e1
    rw [eq_sub_of_add_eq e1]
    congr 1
    split_ifs <;> simp
  have hs : ∀ s, A s q = -A q s := fun s => by
    simpa using congrFun (congrFun hA q) s
  have e1 : ∑ r, ∑ s, (if q = r then A r s • c s v else 0) = ∑ s, A q s • c s v := by
    rw [Finset.sum_comm]
    simp
  have e2 : ∑ r, ∑ s, (if q = s then A r s • c r v else 0) = -∑ s, A q s • c s v := by
    simp [hs]
  simp only [pairState, map_sum, map_smul, h1, smul_sub, Finset.sum_sub_distrib,
    smul_ite, smul_zero]
  rw [e1, e2, sub_neg_eq_add, two_smul]
```

Move $a_q$ to the right until it meets the vacuum (`h1`):

$$a_qc_rc_sv=\delta_{qr}c_sv-c_ra_qc_sv=\delta_{qr}c_sv-\delta_{qs}c_rv.$$

Summing against $A_{rs}$ gives $\sum_sA_{qs}c_sv-\sum_rA_{rq}c_rv$. Antisymmetry makes the two terms equal (`e1`, `e2`), so $a_qw=2\sum_sA_{qs}c_sv$.

```lean
/-- For antisymmetric `A`, the one-particle density matrix of the pair state is `4 conj(A) Aᵀ`. -/
theorem rdm_pairState (h : IsFermiFock a c v) {A : Matrix ι ι ℂ} (hA : Aᵀ = -A) :
    rdm a c (pairState c v A) = (4 : ℂ) • (A.map (starRingEnd ℂ) * Aᵀ) := by
  ext p q
  have key : ⟪∑ s, A p s • c s v, ∑ s, A q s • c s v⟫_ℂ
      = ∑ s, starRingEnd ℂ (A p s) * A q s := by
    rw [sum_inner]
    refine Finset.sum_congr rfl fun s _ => ?_
    rw [inner_smul_left, inner_sum]
    simp [inner_smul_right, one_particle_orthonormal h]
  change ⟪pairState c v A, c p (a q (pairState c v A))⟫_ℂ = _
  rw [← h.adj, annihilate_pairState h hA, annihilate_pairState h hA,
    inner_smul_left, inner_smul_right, key]
  simp only [Matrix.smul_apply, Matrix.mul_apply, Matrix.map_apply,
    Matrix.transpose_apply, smul_eq_mul, map_ofNat]
  ring
```

Adjointness turns the matrix element into an overlap, and orthonormality (`key`) evaluates it:

$$\gamma_{pq}=\langle a_pw,a_qw\rangle=4\sum_s\overline{A_{ps}}A_{qs}=4(\bar A A^T)_{pq}.$$

In Lean, `A.map (starRingEnd ℂ)` is the entrywise conjugate $\bar A$.

In NumPy this is `4 * A.conj() @ A.T`. For nonzero $w$, division by $\|w\|^2=2\sum_{pq}|A_{pq}|^2$ gives the density matrix of the normalised state, with trace 2. If a code stores coefficients $C_{pq}$ only for $p<q$, then $A_{pq}=C_{pq}/2$ and $A_{qp}=-C_{pq}/2$.

## The empty orbital

```lean
/-- For an odd number of modes the density matrix of the pair state is singular: it has a
null vector `u`, and the annihilator `∑ u_q a_q` gives zero on the state. -/
theorem exists_empty_natural_orbital (h : IsFermiFock a c v) {A : Matrix ι ι ℂ}
    (hA : Aᵀ = -A) (hodd : Odd (Fintype.card ι)) :
    (rdm a c (pairState c v A)).det = 0 ∧
      ∃ u : ι → ℂ, u ≠ 0 ∧ rdm a c (pairState c v A) *ᵥ u = 0 ∧
        ∑ q, u q • a q (pairState c v A) = 0 := by
  -- an antisymmetric matrix of odd size has determinant zero
  have hdet : Aᵀ.det = 0 := by
    have e := congrArg Matrix.det hA
    rw [Matrix.det_transpose, Matrix.det_neg, hodd.neg_one_pow] at e
    rw [Matrix.det_transpose]
    linear_combination e / 2
  obtain ⟨u, hu, hAu⟩ := Matrix.exists_mulVec_eq_zero_iff.2 hdet
  have hker : rdm a c (pairState c v A) *ᵥ u = 0 := by
    rw [rdm_pairState h hA, Matrix.smul_mulVec, ← Matrix.mulVec_mulVec, hAu,
      Matrix.mulVec_zero, smul_zero]
  refine ⟨Matrix.exists_mulVec_eq_zero_iff.1 ⟨u, hu, hker⟩, u, hu, hker, ?_⟩
  have hs : ∀ s, ∑ q, A q s * u q = 0 := fun s => by
    simpa [Matrix.mulVec, dotProduct] using congrFun hAu s
  calc ∑ q, u q • a q (pairState c v A)
      = ∑ q, ∑ s, (2 * (A q s * u q)) • c s v := by
        refine Finset.sum_congr rfl fun q _ => ?_
        rw [annihilate_pairState h hA, Finset.smul_sum, Finset.smul_sum]
        refine Finset.sum_congr rfl fun s _ => ?_
        rw [smul_smul, smul_smul]
        congr 1
        ring
    _ = ∑ s, (2 * ∑ q, A q s * u q) • c s v := by
        rw [Finset.sum_comm]
        refine Finset.sum_congr rfl fun s _ => ?_
        rw [Finset.mul_sum, Finset.sum_smul]
    _ = 0 := by simp [hs]
```

For odd $M$,

$$\det A=\det A^T=\det(-A)=(-1)^M\det A=-\det A,$$

so the determinant vanishes (`hdet`). Hence there is $u\neq0$ with $A^Tu=0$, that is, $\sum_qA_{qs}u_q=0$ for every $s$. Then $\gamma u=4\bar AA^Tu=0$, which also gives $\det\gamma=0$, and

$$\sum_qu_qa_qw=2\sum_s\Big(\sum_qA_{qs}u_q\Big)c_sv=0.$$

The final `calc` block is this computation. The empty orbital is created by $\sum_q\bar u_qc_q$, so its coefficients are the conjugates of $u$.

For electronic structure, this applies to a pure state of exactly two electrons in a finite basis with an odd number of spin orbitals, whether or not the electrons interact. An odd $M$ arises, for example, when both electrons have the same spin and share an odd number of spatial orbitals. In the smallest case, $M=1$, antisymmetry forces $A=0$ and $w=0$.

```lean
/-- For antisymmetric `A`, an eigenvector `u` of the pair state's density matrix with nonzero real
eigenvalue `n` has a nonzero partner `conj(A u)`, orthogonal to `u` and with the same eigenvalue. -/
theorem natural_orbital_partner (h : IsFermiFock a c v) {A : Matrix ι ι ℂ} (hA : Aᵀ = -A)
    {u : ι → ℂ} (hu : u ≠ 0) {n : ℝ} (hn : n ≠ 0)
    (hev : rdm a c (pairState c v A) *ᵥ u = (n : ℂ) • u) :
    star (A *ᵥ u) ≠ 0 ∧ star (star (A *ᵥ u)) ⬝ᵥ u = 0 ∧
      rdm a c (pairState c v A) *ᵥ star (A *ᵥ u) = (n : ℂ) • star (A *ᵥ u) := by
  have hγ : ∀ x, rdm a c (pairState c v A) *ᵥ x
      = (-4 : ℂ) • (A.map (starRingEnd ℂ) *ᵥ (A *ᵥ x)) := fun x => by
    rw [rdm_pairState h hA, hA, Matrix.smul_mulVec, ← Matrix.mulVec_mulVec,
      Matrix.neg_mulVec, Matrix.mulVec_neg, smul_neg, neg_smul]
  have h1 : ∀ x, star (A *ᵥ x) = A.map (starRingEnd ℂ) *ᵥ star x := fun x => by
    ext i
    simp [Matrix.mulVec, dotProduct]
  have h2 : ∀ x, star (A.map (starRingEnd ℂ) *ᵥ x) = A *ᵥ star x := fun x => by
    ext i
    simp [Matrix.mulVec, dotProduct]
  have h4 : star (-4 : ℂ) = -4 := by simp
  have h5 : star (n : ℂ) = n := Complex.conj_ofReal n
  rw [hγ] at hev
  refine ⟨fun h0 => ?_, ?_, ?_⟩
  · rw [star_eq_zero] at h0
    rw [h0, Matrix.mulVec_zero, smul_zero] at hev
    exact (smul_ne_zero (Complex.ofReal_ne_zero.2 hn) hu) hev.symm
  · -- an antisymmetric bilinear form vanishes on the diagonal
    have e : A *ᵥ u ⬝ᵥ u = -(A *ᵥ u ⬝ᵥ u) := by
      calc A *ᵥ u ⬝ᵥ u = u ⬝ᵥ A *ᵥ u := dotProduct_comm _ _
        _ = u ᵥ* A ⬝ᵥ u := Matrix.dotProduct_mulVec _ _ _
        _ = Aᵀ *ᵥ u ⬝ᵥ u := by rw [Matrix.mulVec_transpose]
        _ = -(A *ᵥ u ⬝ᵥ u) := by rw [hA, Matrix.neg_mulVec, neg_dotProduct]
    rw [star_star]
    linear_combination e / 2
  · rw [hγ]
    calc (-4 : ℂ) • (A.map (starRingEnd ℂ) *ᵥ (A *ᵥ star (A *ᵥ u)))
        = star (A *ᵥ ((-4 : ℂ) • (A.map (starRingEnd ℂ) *ᵥ (A *ᵥ u)))) := by
          rw [Matrix.mulVec_smul, star_smul, h1 (A.map (starRingEnd ℂ) *ᵥ (A *ᵥ u)),
            h2 (A *ᵥ u), h4]
      _ = (n : ℂ) • star (A *ᵥ u) := by
          rw [hev, Matrix.mulVec_smul, star_smul, h5]
```

Suppose $\gamma u=nu$ with $u\ne0$ and real $n\neq0$, and set $t=\overline{Au}$. Antisymmetry gives $\gamma=-4\bar AA$ (`hγ`). Three facts follow.

- If $t=0$, then $Au=0$ and $nu=\gamma u=0$, a contradiction.
- The overlap is $t^\dagger u=(Au)^Tu=u^TA^Tu=-u^TAu=-t^\dagger u$, hence zero.
- The eigenvalue is the same: $\gamma t=-4\bar AA\,\overline{Au}=\overline{A(-4\bar AAu)}=\overline{A(nu)}=nt$.

Lean's `⬝ᵥ` does not conjugate, so the overlap is written with an extra `star`. For a pure state of two electrons, every nonzero occupation of a $\gamma$ computed in orthonormal spin orbitals must therefore occur at least twice, which is a useful check. The check does not carry over to more electrons or to a density matrix summed over spin.

## Two modes, and a concrete set of three

```lean
/-- For two modes with `A_01 = z = -A_10` the density matrix is `4 |z|²` times the
identity. -/
theorem rdm_two_modes {a c : Fin 2 → H →ₗ[ℂ] H} (h : IsFermiFock a c v) (z : ℂ) :
    rdm a c (pairState c v !![0, z; -z, 0]) = (4 * (Complex.normSq z : ℂ)) • 1 := by
  have hA : (!![0, z; -z, 0] : Matrix (Fin 2) (Fin 2) ℂ)ᵀ = -!![0, z; -z, 0] := by
    ext i j
    fin_cases i <;> fin_cases j <;> simp
  rw [rdm_pairState h hA, Complex.normSq_eq_conj_mul_self]
  ext i j
  fin_cases i <;> fin_cases j <;> simp [Matrix.mul_apply, Fin.sum_univ_succ]
```

With $A_{01}=z=-A_{10}$, multiplying out gives $\bar AA^T=|z|^2\,1$ and so $\gamma=4|z|^2\,1$. Here $w=2z\,c_0c_1v$ has squared norm $4|z|^2$. For $z\neq0$ the normalised density matrix is the identity: both modes are full and no orbital is empty. The singularity result therefore fails for $M=2$, so the assumption that $M$ is odd cannot be dropped.

```lean
/-- Jordan–Wigner matrix of the annihilator of mode `p` among three modes; the binary
digits of the basis index are the occupations. -/
def jw (p : Fin 3) : Matrix (Fin 8) (Fin 8) ℤ :=
  Matrix.of fun i j =>
    if i.val + 2 ^ p.val = j.val ∧ j.val / 2 ^ p.val % 2 = 1 then
      (-1) ^ (j.val % 2 ^ p.val % 2 + j.val % 2 ^ p.val / 2) else 0
```

The binary digits of a basis index from 0 to 7 record which of three modes are occupied. The matrix `jw p` empties mode $p$ if it is filled, with the Jordan–Wigner sign $(-1)^k$, where $k$ counts the occupied modes below $p$; it gives zero if mode $p$ is empty.

```lean
/-- The operator on `ℂ⁸` given by an integer matrix. -/
def matOp (M : Matrix (Fin 8) (Fin 8) ℤ) :
    EuclideanSpace ℂ (Fin 8) →ₗ[ℂ] EuclideanSpace ℂ (Fin 8) where
  toFun x := WithLp.toLp 2 (M.map (Int.castRingHom ℂ) *ᵥ x.ofLp)
  map_add' x y := by simp [Matrix.mulVec_add]
  map_smul' r x := by simp [Matrix.mulVec_smul]
```

`matOp` turns an integer matrix into a linear map on $\mathbb C^8$ with its usual inner product.

```lean
/-- The Jordan–Wigner matrices, their transposes and the first basis vector of `ℂ⁸` form
three fermion modes with vacuum, and the displayed nonzero `A` is antisymmetric. -/
theorem isFermiFock_witness :
    IsFermiFock (fun p => matOp (jw p)) (fun p => matOp (jw p)ᵀ)
      (EuclideanSpace.single (0 : Fin 8) (1 : ℂ)) ∧
    (!![0, 1, 0; -1, 0, 0; 0, 0, 0] : Matrix (Fin 3) (Fin 3) ℂ)ᵀ
      = -!![0, 1, 0; -1, 0, 0; 0, 0, 0] := by
  have hmul : ∀ M N x, matOp M (matOp N x) = matOp (M * N) x := fun M N x => by
    change WithLp.toLp 2 (M.map (Int.castRingHom ℂ) *ᵥ (N.map (Int.castRingHom ℂ) *ᵥ x.ofLp))
      = WithLp.toLp 2 ((M * N).map (Int.castRingHom ℂ) *ᵥ x.ofLp)
    rw [Matrix.map_mul, Matrix.mulVec_mulVec]
  have hadd : ∀ M N x, matOp M x + matOp N x = matOp (M + N) x := fun M N x => by
    ext i
    simp [matOp, Matrix.mulVec, dotProduct, add_mul, Finset.sum_add_distrib]
  have hzero : ∀ x, matOp 0 x = 0 := fun x => by
    ext i
    simp [matOp]
  have hone : ∀ x, matOp 1 x = x := fun x => by
    ext i
    simp [matOp]
  -- the relations between the integer matrices are finite computations
  have hac : ∀ p q, jw p * (jw q)ᵀ + (jw q)ᵀ * jw p = if p = q then 1 else 0 := by
    decide +kernel
  have hcc : ∀ p q, (jw p)ᵀ * (jw q)ᵀ + (jw q)ᵀ * (jw p)ᵀ = 0 := by
    decide +kernel
  have hcol : ∀ p i, jw p i 0 = 0 := by
    decide +kernel
  refine ⟨⟨fun p q x => ?_, fun p q x => ?_, fun p x y => ?_, fun p => ?_, ?_⟩, ?_⟩
  · rw [hmul, hmul, hadd, hac]
    split_ifs
    · exact hone x
    · exact hzero x
  · rw [hmul, hmul, hadd, hcc, hzero]
  · simp only [PiLp.inner_apply, RCLike.inner_apply, matOp, LinearMap.coe_mk,
      AddHom.coe_mk, Matrix.mulVec, dotProduct, Matrix.map_apply, Matrix.transpose_apply,
      map_sum, map_mul, Finset.mul_sum, Finset.sum_mul]
    rw [Finset.sum_comm]
    refine Finset.sum_congr rfl fun i _ => Finset.sum_congr rfl fun j _ => ?_
    simp only [eq_intCast, map_intCast]
    ring
  · ext i
    simp [matOp, hcol]
  · simp
  · ext i j
    fin_cases i <;> fin_cases j <;> simp

end

end TwoFermionDensityMatrix
```

The creators are the transposes of the annihilators, which are their adjoints because the entries are real. The command `decide +kernel` checks the anticommutation relations as finite integer computations, and `hmul` and `hadd` carry them over to operators. The first basis vector is the vacuum.

The theorem also checks that the displayed $A$ is antisymmetric, so the assumptions of the odd-mode theorem are met with a nonzero state. Here $w=2c_0c_1v$, whose normalised occupations are 1, 1 and 0, with mode 2 empty.

```lean
#print axioms TwoFermionDensityMatrix.pairState_antisymm_part
#print axioms TwoFermionDensityMatrix.exists_empty_natural_orbital
#print axioms TwoFermionDensityMatrix.natural_orbital_partner
#print axioms TwoFermionDensityMatrix.rdm_two_modes
```

```
'TwoFermionDensityMatrix.pairState_antisymm_part' depends on axioms: [propext, Classical.choice, Quot.sound]
'TwoFermionDensityMatrix.exists_empty_natural_orbital' depends on axioms: [propext, Classical.choice, Quot.sound]
'TwoFermionDensityMatrix.natural_orbital_partner' depends on axioms: [propext, Classical.choice, Quot.sound]
'TwoFermionDensityMatrix.rdm_two_modes' depends on axioms: [propext, Classical.choice, Quot.sound]
```
